# The kagome flat band: positivity, zero determinant and kernel dimension of $H + 2I$

A spinless tight-binding calculation on the kagome lattice with one orbital per site diagonalises a $3\times 3$ Bloch matrix at each point of a wavevector mesh, and may go on to extract the eigenvector of the flat band in order to build a projector from it. If the eigenvector is picked as the first one after sorting by energy, that step relies on three facts: that the flat-band energy is an eigenvalue at every mesh point, that no eigenvalue lies below it, so that sorting finds it first, and that its eigenspace is a single line, so that "the eigenvector" is defined up to a factor. In the idealised model with one orbital per site, all nearest-neighbour hopping matrix elements equal to $+1$ and no other terms, the flat band lies at $-2$ (with the opposite sign it lies at $+2$ and is the highest band), the first two facts hold everywhere and the third holds except at the zone centre and its translates by reciprocal-lattice vectors, where a diagonalisation routine may return any basis of a two-dimensional eigenspace.

## The model and the claim

The kagome lattice has three sites per cell, labelled $0, 1, 2$ and placed at the corners $0$, $\boldsymbol\delta_1$, $\boldsymbol\delta_2$ of a triangle. A site of type $0$ has neighbours of type $1$ at $\pm\boldsymbol\delta_1$ and of type $2$ at $\pm\boldsymbol\delta_2$, and types $1$ and $2$ are joined by $\pm(\boldsymbol\delta_1 - \boldsymbol\delta_2)$. If the Bloch phase of each orbital is taken at its own position, each pair of opposite bonds contributes $e^{i\theta} + e^{-i\theta} = 2\cos\theta$. With $a = \mathbf k\cdot\boldsymbol\delta_1$, $b = \mathbf k\cdot\boldsymbol\delta_2$ and a hopping matrix element equal to $+1$,

$$
H(a,b) = 2\begin{pmatrix} 0 & \cos a & \cos b\\ \cos a & 0 & \cos(a-b)\\ \cos b & \cos(a-b) & 0\end{pmatrix}.
$$

This matrix is the starting point of everything below. The claim is that for all real $a$ and $b$ the matrix $H + 2I$ is positive semidefinite and has zero determinant, and that its kernel has dimension $2$ when $\sin a = \sin b = 0$, in particular at $a = b = 0$, and dimension $1$ otherwise.

## Derivation by hand

For real amplitudes $x = (x_0, x_1, x_2)$, split the phase-weighted sum over a triangle into real and imaginary parts:

$$
x_0 + e^{ia}x_1 + e^{ib}x_2 = p + iq,\qquad p = x_0 + x_1\cos a + x_2\cos b,\qquad q = x_1\sin a + x_2\sin b .
$$

Step 1 is the action of $M = H + 2I$, which has $2$ on the diagonal and the entries of $H$ off it. The first component of $Mx$ is $2(x_0 + x_1\cos a + x_2\cos b) = 2p$. The second is $2(x_0\cos a + x_1 + x_2\cos(a-b))$. Writing $1 = \cos^2 a + \sin^2 a$ and $\cos(a-b) = \cos a\cos b + \sin a\sin b$ and collecting terms gives

$$
2\cos a\,(x_0 + x_1\cos a + x_2\cos b) + 2\sin a\,(x_1\sin a + x_2\sin b) = 2(p\cos a + q\sin a).
$$

The third component follows in the same way with $a$ and $b$ exchanged, so

$$
Mx = 2\,(p,\; p\cos a + q\sin a,\; p\cos b + q\sin b).
$$

Step 2 is the quadratic form. Taking the dot product with $x$ and grouping by $p$ and $q$,

$$
x^{\mathsf T}Mx = 2p\,(x_0 + x_1\cos a + x_2\cos b) + 2q\,(x_1\sin a + x_2\sin b) = 2(p^2 + q^2) \ge 0 .
$$

Since $M$ is symmetric, it is positive semidefinite.

Step 3 is the secular determinant. Put $c_1 = \cos a$, $c_2 = \cos b$, $c_3 = \cos(a-b)$, $S = c_1^2 + c_2^2 + c_3^2$ and $P = c_1c_2c_3$. Expanding the $3\times3$ determinant gives $\det(E - H) = E^3 - 4SE - 16P$. The quantities $S$ and $P$ are related. Squaring $c_3 - c_1c_2 = \sin a\sin b$ gives

$$
c_3^2 - 2P + c_1^2c_2^2 = (1 - c_1^2)(1 - c_2^2) = 1 - c_1^2 - c_2^2 + c_1^2c_2^2,
$$

that is $S - 2P = 1$. Then $16P = 8S - 8$, and

$$
\det(E - H) = E^3 + 8 - 4S(E+2) = (E+2)(E^2 - 2E + 4 - 4S) = (E+2)\big((E-1)^2 - (4S - 3)\big).
$$

At $E = -2$ the left side is $\det(-M) = -\det M$ and the right side is zero, so $\det M = 0$.

Step 4 describes the kernel. If $Mx = 0$, then $0 = x^{\mathsf T}Mx = 2(p^2+q^2)$, so $p = q = 0$. If $p = q = 0$, step 1 gives $Mx = 0$.

Step 5 treats the generic case. Let $v = (\sin(b-a), -\sin b, \sin a)$. For this vector $q = -\sin b\sin a + \sin a\sin b = 0$ and $p = \sin(b-a) - \sin b\cos a + \sin a\cos b = 0$, so $v$ is always in the kernel. Suppose $\sin a \ne 0$ and let $x$ be any kernel vector. Define $c = x_2/\sin a$. The condition $q = 0$ reads $x_1\sin a + c\sin a\sin b = 0$, so $x_1 = -c\sin b$. If instead $\sin b \neq 0$, define $c = -x_1/\sin b$; then $q = 0$ gives $x_2 = c\sin a$. In both cases $p = 0$ gives $x_0 = c\,(\sin b\cos a - \sin a\cos b) = c\sin(b-a)$, so $x = cv$. As $v \ne 0$ when one of the sines is nonzero, the kernel is the line through $v$.

Step 6 treats the remaining points. If $\sin a = \sin b = 0$, then $q = 0$ for every $x$ and only $p = 0$ remains. The map $x\mapsto p$ is linear from $\mathbb R^3$ to $\mathbb R$ and onto, because $(y, 0, 0)\mapsto y$. Its kernel has dimension $3 - 1 = 2$. At $a = b = 0$ it is the set $x_0 + x_1 + x_2 = 0$.

## The formal development

### Objects

In Lean 4 with Mathlib:

```lean
import Mathlib

open Real Matrix

namespace KagomeFlatBand

noncomputable section
```

The Hamiltonian is a real $3\times 3$ matrix with rows and columns indexed by `Fin 3`, that is by the sublattice labels $0, 1, 2$. The phases are arbitrary real numbers in radians and are not restricted to a Brillouin zone. The definition fixes the energy unit, the sign of the hopping and the position-dependent phase convention that makes the matrix real.

```lean
/-- Bloch Hamiltonian of the nearest-neighbour kagome model on its three sublattices,
as a function of the two bond phases `a` and `b`. -/
def kagomeH (a b : ℝ) : Matrix (Fin 3) (Fin 3) ℝ :=
  (2 : ℝ) • !![0, cos a, cos b; cos a, 0, cos (a - b); cos b, cos (a - b), 0]
```

The matrix $M = H + 2I$ is `shifted a b`; the matrix written `1` is the identity.

```lean
/-- The shifted Hamiltonian `H + 2 I`. -/
def shifted (a b : ℝ) : Matrix (Fin 3) (Fin 3) ℝ :=
  kagomeH a b + (2 : ℝ) • (1 : Matrix (Fin 3) (Fin 3) ℝ)
```

The kernel is taken of `Matrix.toLin' (shifted a b)`, the linear map $x\mapsto Mx$ on `Fin 3 → ℝ`. The type `Submodule ℝ (Fin 3 → ℝ)` makes it a real subspace of $\mathbb R^3$. A vector lies in it exactly when $Hx = -2x$, so it is the space of real eigenvectors at the flat-band energy, together with zero.

```lean
/-- The kernel of `H + 2 I`, as a subspace of the sublattice amplitudes. -/
def flatSpace (a b : ℝ) : Submodule ℝ (Fin 3 → ℝ) :=
  LinearMap.ker (Matrix.toLin' (shifted a b))
```

The next two definitions are $p$ and $q$. No complex number enters the file; the exponentials in the comments only record where the two expressions come from.

```lean
/-- Real part of the phase-weighted triangle sum `x₀ + e^{ia} x₁ + e^{ib} x₂`
for real amplitudes `x`. -/
def triangleCos (a b : ℝ) (x : Fin 3 → ℝ) : ℝ := x 0 + cos a * x 1 + cos b * x 2

/-- Imaginary part of the phase-weighted triangle sum `x₀ + e^{ia} x₁ + e^{ib} x₂`
for real amplitudes `x`. -/
def triangleSin (a b : ℝ) (x : Fin 3 → ℝ) : ℝ := sin a * x 1 + sin b * x 2
```

The vector $v$ of step 5 is `flatVector a b`. It is not normalised.

```lean
/-- The sublattice vector `(sin (b - a), -sin b, sin a)`. -/
def flatVector (a b : ℝ) : Fin 3 → ℝ := ![sin (b - a), -sin b, sin a]
```

### Action and quadratic form

The lemma `shifted_eq` writes out the nine entries of $M$, so that later proofs can work with an explicit matrix.

```lean
/-- The entries of `H + 2 I`. -/
theorem shifted_eq (a b : ℝ) :
    shifted a b = !![2, 2 * cos a, 2 * cos b;
                     2 * cos a, 2, 2 * cos (a - b);
                     2 * cos b, 2 * cos (a - b), 2] := by
  ext i j
  fin_cases i <;> fin_cases j <;> simp [shifted, kagomeH]
```

Step 1 is `shifted_mulVec`, where `*ᵥ` is the product of a matrix and a column vector. The proof treats the three components separately. The first needs only rearrangement. In the second, `Real.cos_sub` expands $\cos(a-b)$, after which the two sides differ by $2x_1(1 - \sin^2a - \cos^2a)$; the command `linear_combination (-2 * x 1) * ha` states that this difference is $-2x_1$ times the Pythagorean identity `ha`. The third uses `hb` and $x_2$ in the same way.

```lean
/-- The action of `H + 2 I` on a vector, written through the two parts of its triangle sum. -/
theorem shifted_mulVec (a b : ℝ) (x : Fin 3 → ℝ) :
    shifted a b *ᵥ x =
      ![2 * triangleCos a b x,
        2 * (cos a * triangleCos a b x + sin a * triangleSin a b x),
        2 * (cos b * triangleCos a b x + sin b * triangleSin a b x)] := by
  have ha := Real.sin_sq_add_cos_sq a
  have hb := Real.sin_sq_add_cos_sq b
  rw [shifted_eq]
  ext i
  simp only [Matrix.mulVec, dotProduct, Fin.sum_univ_three]
  fin_cases i
  · simp [triangleCos]
    ring
  · simp [triangleCos, triangleSin, Real.cos_sub]
    linear_combination (-2 * x 1) * ha
  · simp [triangleCos, triangleSin, Real.cos_sub]
    linear_combination (-2 * x 2) * hb
```

Step 2 is `shifted_quadratic_form`, with `⬝ᵥ` the dot product. Once the action is substituted, the grouping by $p$ and $q$ is a polynomial identity in the amplitudes, sines and cosines, and no further trigonometry is used.

```lean
/-- The quadratic form of `H + 2 I` is twice the sum of the squares of the two parts of the
triangle sum. -/
theorem shifted_quadratic_form (a b : ℝ) (x : Fin 3 → ℝ) :
    x ⬝ᵥ (shifted a b *ᵥ x) = 2 * (triangleCos a b x ^ 2 + triangleSin a b x ^ 2) := by
  rw [shifted_mulVec]
  simp only [dotProduct, Fin.sum_univ_three]
  simp [triangleCos, triangleSin]
  ring
```

Mathlib's `PosSemidef` has two parts, which `Matrix.posSemidef_iff_dotProduct_mulVec` exposes: the matrix is Hermitian, and $x^\dagger Mx\ge 0$ for every vector $x$ over the scalar field. Over $\mathbb R$ Hermitian means symmetric, which is checked entry by entry. Conjugation does nothing to a real vector (`hs`), so the form is the one just computed, and `positivity` recognises twice a sum of squares as nonnegative.

```lean
/-- `H + 2 I` is positive semidefinite for all phases. -/
theorem shifted_posSemidef (a b : ℝ) : (shifted a b).PosSemidef := by
  rw [Matrix.posSemidef_iff_dotProduct_mulVec]
  refine ⟨?_, fun x => ?_⟩
  · refine Matrix.IsHermitian.ext fun i j => ?_
    rw [shifted_eq]
    fin_cases i <;> fin_cases j <;> simp
  · have hs : star x = x := by
      ext i
      simp
    rw [hs, shifted_quadratic_form]
    positivity
```

### Secular determinant

Step 3 holds for every real $E$. The internal fact `key` is $S - 2P = 1$. After $\cos(a-b)$ is expanded, it is obtained as $\sin^2 b$ times the Pythagorean identity for $a$ plus $1 - \cos^2 a$ times the one for $b$, which amounts to replacing $\sin^2a\,\sin^2b$ by $(1-c_1^2)(1-c_2^2)$ as in the calculation by hand. The fact `hM` lists the entries of $E - H$ and `Matrix.det_fin_three` expands the determinant. The two sides of the claim then differ by $8S - 16P - 8$, which is why the proof closes with `linear_combination 8 * key`.

```lean
/-- The secular determinant `det (E - H)` is the phase-independent factor `E + 2` times
`(E - 1)² - (4 (cos² a + cos² b + cos² (a - b)) - 3)`. -/
theorem secular_determinant (a b E : ℝ) :
    (E • (1 : Matrix (Fin 3) (Fin 3) ℝ) - kagomeH a b).det =
      (E + 2) * ((E - 1) ^ 2 - (4 * (cos a ^ 2 + cos b ^ 2 + cos (a - b) ^ 2) - 3)) := by
  have ha := Real.sin_sq_add_cos_sq a
  have hb := Real.sin_sq_add_cos_sq b
  -- the trigonometric identity that makes the root `E = -2` independent of the phases
  have key : cos a ^ 2 + cos b ^ 2 + cos (a - b) ^ 2
      - 2 * (cos a * cos b * cos (a - b)) = 1 := by
    rw [Real.cos_sub]
    linear_combination (sin b ^ 2) * ha + (1 - cos a ^ 2) * hb
  have hM : E • (1 : Matrix (Fin 3) (Fin 3) ℝ) - kagomeH a b =
      !![E, -(2 * cos a), -(2 * cos b);
         -(2 * cos a), E, -(2 * cos (a - b));
         -(2 * cos b), -(2 * cos (a - b)), E] := by
    ext i j
    fin_cases i <;> fin_cases j <;> simp [kagomeH]
  rw [hM, Matrix.det_fin_three]
  simp
  linear_combination 8 * key
```

Setting $E = -2$ turns $E - H$ into $-M$ (`hneg`), and `Matrix.det_neg` supplies the factor $(-1)^3$. The right side contains the factor $-2 + 2$.

```lean
/-- The determinant of `H + 2 I` vanishes for all phases. -/
theorem shifted_det (a b : ℝ) : (shifted a b).det = 0 := by
  have h := secular_determinant a b (-2)
  have hneg : (-2 : ℝ) • (1 : Matrix (Fin 3) (Fin 3) ℝ) - kagomeH a b = -shifted a b := by
    unfold shifted
    rw [neg_smul]
    abel
  rw [hneg, Matrix.det_neg, Fintype.card_fin] at h
  linear_combination (-1) * h
```

### The kernel

Step 4 is an equivalence. From left to right, the hypothesis $Mx = 0$ turns the quadratic form into $0 = 2(p^2+q^2)$; together with $p^2\ge0$ and $q^2\ge0$ (`hp`, `hq`), `nlinarith` obtains $p\cdot p = 0$ and $q\cdot q = 0$, and `mul_self_eq_zero` gives $p = q = 0$. From right to left, zeros are substituted in the formula for the action.

```lean
/-- A vector lies in the kernel of `H + 2 I` exactly when both parts of its triangle sum
vanish. -/
theorem mem_flatSpace_iff (a b : ℝ) (x : Fin 3 → ℝ) :
    x ∈ flatSpace a b ↔ triangleCos a b x = 0 ∧ triangleSin a b x = 0 := by
  unfold flatSpace
  rw [LinearMap.mem_ker, Matrix.toLin'_apply]
  constructor
  · intro hx
    -- the quadratic form vanishes, and it is a sum of two squares
    have h := shifted_quadratic_form a b x
    have h0 : x ⬝ᵥ (0 : Fin 3 → ℝ) = 0 := by simp
    rw [hx, h0] at h
    have hp := sq_nonneg (triangleCos a b x)
    have hq := sq_nonneg (triangleSin a b x)
    exact ⟨mul_self_eq_zero.mp (by nlinarith), mul_self_eq_zero.mp (by nlinarith)⟩
  · rintro ⟨hp, hq⟩
    rw [shifted_mulVec, hp, hq]
    ext i
    fin_cases i <;> simp
```

The first half of step 5 checks $p = 0$ and $q = 0$ for $v$, with `Real.sin_sub` for the first. It has no hypothesis on the phases, and so says nothing of substance where $v = 0$.

```lean
/-- The vector `(sin (b - a), -sin b, sin a)` lies in the kernel of `H + 2 I` for all phases. -/
theorem flatVector_mem (a b : ℝ) : flatVector a b ∈ flatSpace a b := by
  have c0 : flatVector a b 0 = sin (b - a) := by simp [flatVector]
  have c1 : flatVector a b 1 = -sin b := by simp [flatVector]
  have c2 : flatVector a b 2 = sin a := by simp [flatVector]
  rw [mem_flatSpace_iff]
  constructor
  · unfold triangleCos
    rw [c0, c1, c2, Real.sin_sub]
    ring
  · unfold triangleSin
    rw [c1, c2]
    ring
```

The second half assumes `sin a ≠ 0 ∨ sin b ≠ 0` and proves two things: the kernel equals `Submodule.span ℝ {flatVector a b}`, the set of real multiples of $v$, and its dimension `Module.finrank` is $1$. The fact `hv` shows $v\neq0$ by reading off its last two components. The equality of subspaces is proved as two inclusions. For a kernel vector $x$, the proof first produces one number $c$ with $x_1 = -c\sin b$ and $x_2 = c\sin a$. In the branch $\sin a\ne0$ it takes $c = x_2/\sin a$; in the other it takes $d = x_1/\sin b$ and $c = -d$. In each branch `mul_left_cancel₀ h` cancels the nonzero sine from the condition $q = 0$. The remaining component $x_0 = c\sin(b-a)$ comes from $p = 0$ and the two relations weighted by $\cos a$ and $\cos b$. The opposite inclusion is the previous lemma, and `finrank_span_singleton hv` gives the dimension of the span of one nonzero vector. The hypothesis cannot be dropped: at $a = b = 0$ the vector $v$ is zero and its span is trivial, whereas the kernel contains $(1,-1,0)$.

```lean
/-- If `sin a` or `sin b` is nonzero, the kernel of `H + 2 I` is spanned by
`(sin (b - a), -sin b, sin a)` and is one-dimensional. -/
theorem flatSpace_generic (a b : ℝ) (h : sin a ≠ 0 ∨ sin b ≠ 0) :
    flatSpace a b = Submodule.span ℝ {flatVector a b} ∧
      Module.finrank ℝ (flatSpace a b) = 1 := by
  have c0 : flatVector a b 0 = sin (b - a) := by simp [flatVector]
  have c1 : flatVector a b 1 = -sin b := by simp [flatVector]
  have c2 : flatVector a b 2 = sin a := by simp [flatVector]
  have hv : flatVector a b ≠ 0 := by
    intro h0
    have h1 : -sin b = 0 := c1.symm.trans (congrFun h0 1)
    have h2 : sin a = 0 := c2.symm.trans (congrFun h0 2)
    rcases h with h | h
    · exact h h2
    · exact h (by linarith)
  have hspan : flatSpace a b = Submodule.span ℝ {flatVector a b} := by
    apply le_antisymm
    · intro x hx
      obtain ⟨hp, hq⟩ := (mem_flatSpace_iff a b x).mp hx
      unfold triangleCos at hp
      unfold triangleSin at hq
      rw [Submodule.mem_span_singleton]
      -- the sine condition fixes the ratio of the last two amplitudes
      obtain ⟨c, hc1, hc2⟩ : ∃ c : ℝ, x 1 = c * (-sin b) ∧ x 2 = c * sin a := by
        rcases h with h | h
        · obtain ⟨c, hc⟩ : ∃ c : ℝ, x 2 = c * sin a := ⟨x 2 / sin a, by field_simp⟩
          refine ⟨c, ?_, hc⟩
          apply mul_left_cancel₀ h
          linear_combination hq - sin b * hc
        · obtain ⟨d, hd⟩ : ∃ d : ℝ, x 1 = d * sin b := ⟨x 1 / sin b, by field_simp⟩
          refine ⟨-d, by linear_combination hd, ?_⟩
          apply mul_left_cancel₀ h
          linear_combination hq - sin a * hd
      -- the cosine condition then fixes the first amplitude
      refine ⟨c, ?_⟩
      ext i
      fin_cases i
      · show c * flatVector a b 0 = x 0
        rw [c0, Real.sin_sub]
        linear_combination (-1) * hp + cos a * hc1 + cos b * hc2
      · show c * flatVector a b 1 = x 1
        rw [c1]
        exact hc1.symm
      · show c * flatVector a b 2 = x 2
        rw [c2]
        exact hc2.symm
    · exact Submodule.span_le.mpr (Set.singleton_subset_iff.mpr (flatVector_mem a b))
  refine ⟨hspan, ?_⟩
  rw [hspan]
  exact finrank_span_singleton hv
```

Step 6 packages $p$ as a linear map `f` from $\mathbb R^3$ to $\mathbb R$. The fact `hker` identifies the kernel of $M$ with that of `f`, using that $q$ vanishes for every $x$; `hrange` is surjectivity, with the preimage `![y, 0, 0]`. The rank–nullity theorem `LinearMap.finrank_range_add_finrank_ker` then reads $1 + \dim\ker f = 3$.

```lean
/-- If `sin a = sin b = 0`, the kernel of `H + 2 I` is two-dimensional. -/
theorem flatSpace_touching (a b : ℝ) (ha : sin a = 0) (hb : sin b = 0) :
    Module.finrank ℝ (flatSpace a b) = 2 := by
  -- only the cosine condition survives: the kernel is that of one linear functional
  let f : (Fin 3 → ℝ) →ₗ[ℝ] ℝ :=
    { toFun := fun x => triangleCos a b x
      map_add' := by
        intro x y
        simp only [triangleCos, Pi.add_apply]
        ring
      map_smul' := by
        intro c x
        simp only [triangleCos, Pi.smul_apply, smul_eq_mul, RingHom.id_apply]
        ring }
  have hker : flatSpace a b = LinearMap.ker f := by
    ext x
    rw [mem_flatSpace_iff, LinearMap.mem_ker]
    have hq : triangleSin a b x = 0 := by simp [triangleSin, ha, hb]
    exact ⟨fun h => h.1, fun h => ⟨h, hq⟩⟩
  have hrange : LinearMap.range f = ⊤ := by
    refine LinearMap.range_eq_top.mpr fun y => ⟨![y, 0, 0], ?_⟩
    show triangleCos a b ![y, 0, 0] = y
    simp [triangleCos]
  -- rank-nullity
  have h := LinearMap.finrank_range_add_finrank_ker f
  have h3 : Module.finrank ℝ (Fin 3 → ℝ) = 3 := by simp
  rw [hrange, finrank_top, Module.finrank_self, h3] at h
  rw [hker]
  omega
```

### The final statement

The theorem `kagome_flat_band` has no hypotheses. Its first part says that for all real $a, b$ the matrix $H + 2I$ is positive semidefinite, its determinant is zero, and the real dimension of its kernel is `if sin a = 0 ∧ sin b = 0 then 2 else 1`. Its second part states the case $a = b = 0$ explicitly. The proof splits on the condition; its negation is turned by `not_and_or` into the hypothesis of the generic case. The factorisation of the secular determinant and the explicit spanning vector are not repeated here and remain in `secular_determinant` and `flatSpace_generic`.

```lean
/-- Kagome flat band: for all phases `H + 2 I` is positive semidefinite with zero determinant,
and its kernel has dimension two if `sin a = sin b = 0` and one otherwise; at `a = b = 0` the
dimension is two. -/
theorem kagome_flat_band :
    (∀ a b : ℝ, (shifted a b).PosSemidef ∧ (shifted a b).det = 0 ∧
      Module.finrank ℝ (flatSpace a b) = if sin a = 0 ∧ sin b = 0 then 2 else 1) ∧
    Module.finrank ℝ (flatSpace 0 0) = 2 := by
  refine ⟨fun a b => ⟨shifted_posSemidef a b, shifted_det a b, ?_⟩,
    flatSpace_touching 0 0 Real.sin_zero Real.sin_zero⟩
  by_cases h : sin a = 0 ∧ sin b = 0
  · rw [if_pos h]
    exact flatSpace_touching a b h.1 h.2
  · rw [if_neg h]
    exact (flatSpace_generic a b (not_and_or.mp h)).2

end

end KagomeFlatBand
```

```lean
#print axioms KagomeFlatBand.kagome_flat_band
-- 'KagomeFlatBand.kagome_flat_band' depends on axioms: [propext, Classical.choice, Quot.sound]
```

## Scope

The theorems concern one family of real $3\times3$ matrices. The lattice, Bloch's theorem and the reduction to this matrix are not formalised, and the identification of $a$ and $b$ with $\mathbf k\cdot\boldsymbol\delta_1$ and $\mathbf k\cdot\boldsymbol\delta_2$ is an interpretation laid on the definition. Spin, interactions, longer-range hopping and on-site energies are absent. Amplitudes are real, and energies appear through positivity, the determinant and the kernel rather than through an ordered list of eigenvalues. The observations that fill the rest of this section are hand arguments, some of them drawn from the theorems, and are not themselves formalised.

Positivity translates into a bound on energies: if $Hx = Ex$ with $x \ne 0$, then $(E+2)\,x^{\mathsf T}x = x^{\mathsf T}Mx\ge0$, so $E\ge-2$ and the flat band is the lowest. With the opposite sign of the hopping, $H$ becomes $-H$ and the flat band is the highest, at $+2$. Complex amplitudes change nothing: for $x = y + iz$ with real $y, z$ and real symmetric $M$, $x^\dagger Mx = y^{\mathsf T}My + z^{\mathsf T}Mz$, and $Mx = 0$ holds exactly when $My = Mz = 0$, so the complex kernel has the same dimension as the real one.

The other two roots of the secular determinant are $E = 1\pm\sqrt{4S-3}$. At $a = b = 0$, $S = 3$ and they are $4$ and $-2$, so the second kernel dimension belongs to the lower dispersive band touching the flat one. The condition $\sin a = \sin b = 0$ means that $a$ and $b$ are multiples of $\pi$. The lattice vectors are $2\boldsymbol\delta_1$ and $2\boldsymbol\delta_2$, so these are the wavevectors of the reciprocal lattice, all equivalent to the zone centre. Near that point the direction of the flat-band eigenvector depends on the direction of approach: $v = \sin a\,(-1,0,1)$ along $b = 0$ and $v = \sin b\,(1,-1,0)$ along $a = 0$. The projector onto the line through $v$ therefore has no limit at $a = b = 0$.

The form of the matrix matters. If an on-site energy $\varepsilon$ is added on sublattice $0$, the determinant of $H + 2I$ changes by $\varepsilon$ times the cofactor $4 - 4\cos^2(a-b)$ and becomes $4\varepsilon\sin^2(a-b)$, so $-2$ is no longer an eigenvalue where $\varepsilon\sin(a-b)\ne0$. If the third phase is made independent of the other two, the identity $S - 2P = 1$ is lost: with phases $0$, $0$ and $\pi$ the determinant of $H+2I$ is $8(1 + 2P - S) = -32$, which is neither zero nor compatible with positive semidefiniteness.
